# Two equal groups of projected spin levels, separated by a gap, under time reversal and limited spin leakage

## Occupied states, spin and time reversal

Spin-orbit coupling can mix up and down spins in the occupied states of an insulator. The spin component $S$ then need not map the occupied space to itself, and one studies its projection onto that space. The question is whether the projected spin levels still separate into an up-like and a down-like group of equal size.

Let $E$ be a complex inner-product space of one-particle states, and let $P$ be the orthogonal projection onto the occupied ones. The spin $S$ is measured in units of $\hbar/2$, so $S^\dagger=S$ and $S^2=1$. Time reversal $T$ is antiunitary and reverses the spin, $ST=-TS$. The occupied space is assumed to be invariant under time reversal, $PT=TP$, as in a non-magnetic insulator. Inner products are conjugate-linear in the first argument, and antiunitarity gives $\langle Tx,Ty\rangle=\langle y,x\rangle$. Of antiunitarity, only this relation and conjugate-linearity are assumed below; in finite dimension they also make $T$ invertible.

In Lean 4 with Mathlib:

```lean
import Mathlib

open Module
open scoped InnerProductSpace ComplexConjugate

namespace ProjectedSpinSpectrum

noncomputable section

variable {E : Type*} [NormedAddCommGroup E] [InnerProductSpace ℂ E]
```

The structure `SpinBand` collects these relations. Despite its name it contains no momentum: it describes a single occupied space, such as that of a finite sample or of a Bloch Hamiltonian at a time-reversal-invariant momentum. The type `E →ₛₗ[starRingEnd ℂ] E` makes $T$ conjugate-linear, and `IsSymmetric` means Hermitian. The relation $T^2=-1$ of spin-½ particles is not required.

```lean
/-- An orthogonal projection `P` onto occupied states, a Hermitian involution `S` (the spin) and a
conjugate-linear `T` (time reversal) that satisfies `⟪T x, T y⟫ = ⟪y, x⟫`, commutes with `P` and
anticommutes with `S`. -/
structure SpinBand (P S : E →ₗ[ℂ] E) (T : E →ₛₗ[starRingEnd ℂ] E) : Prop where
  proj : ∀ x, P (P x) = P x
  proj_symm : P.IsSymmetric
  spin_sq : ∀ x, S (S x) = x
  spin_symm : S.IsSymmetric
  antiunitary : ∀ x y, ⟪T x, T y⟫_ℂ = ⟪y, x⟫_ℂ
  comm : ∀ x, P (T x) = T (P x)
  anticomm : ∀ x, S (T x) = -T (S x)
```

The projected spin operator sends an occupied state $v$ to $PSv$. Its domain is the range of $P$, so the unoccupied states add no spurious zero eigenvalues.

```lean
/-- The projected spin operator on the range of `P`: it sends `v` to `P S v`. -/
def projectedSpin (P S : E →ₗ[ℂ] E) : LinearMap.range P →ₗ[ℂ] LinearMap.range P :=
  P.rangeRestrict ∘ₗ S ∘ₗ (LinearMap.range P).subtype
```

An occupied state has the form $v=Pa$, hence $Pv=P^2a=v$.

```lean
variable {P S : E →ₗ[ℂ] E} {T : E →ₛₗ[starRingEnd ℂ] E}

/-- The projection leaves every occupied state unchanged. -/
theorem occupied_fixed (h : SpinBand P S T) (v : LinearMap.range P) : P (v : E) = v := by
  obtain ⟨_, a, rfl⟩ := v
  exact h.proj a
```

For occupied $v,w$,
$$\langle PSv,w\rangle=\langle Sv,w\rangle=\langle v,Sw\rangle=\langle v,PSw\rangle,$$
so the projected spin is Hermitian and its levels are real.

```lean
/-- The projected spin operator is Hermitian on the occupied space. -/
theorem projectedSpin_isSymmetric (h : SpinBand P S T) : (projectedSpin P S).IsSymmetric := by
  intro v w
  change ⟪P (S (v : E)), (w : E)⟫_ℂ = ⟪(v : E), P (S (w : E))⟫_ℂ
  rw [h.proj_symm (S (v : E)) w, occupied_fixed h w, h.spin_symm (v : E) w,
    ← h.proj_symm (v : E) (S w), occupied_fixed h v]
```

## Time reversal pairs opposite levels

If $PSv=\mu v$ with $\mu$ real, then
$$PSTv=-PTSv=-TPSv=-T(\mu v)=-\mu\,Tv.$$
The last step uses $\bar\mu=\mu$, which is `Complex.conj_ofReal` in the code.

```lean
/-- Time reversal turns a state of projected spin `μ` into one of projected spin `-μ`. -/
theorem partner (h : SpinBand P S T) {v : E} {μ : ℝ} (hv : P (S v) = (μ : ℂ) • v) :
    P (S (T v)) = (-(μ : ℂ)) • T v := by
  rw [h.anticomm, map_neg, h.comm, hv, map_smulₛₗ, Complex.conj_ofReal, neg_smul]
```

Let $v,w$ be occupied with levels $\mu,\nu$. Moving $PS$ across the inner product gives
$$\mu\langle v,Tw\rangle=\langle PSv,Tw\rangle=\langle v,PSTw\rangle=-\nu\langle v,Tw\rangle.$$
Thus $(\mu+\nu)\langle v,Tw\rangle=0$, and $v\perp Tw$ whenever $\mu+\nu\ne0$. In the proof, `key` is the middle equality.

```lean
/-- For occupied states `v`, `w` of projected spins `μ`, `ν` with `μ + ν ≠ 0`, the state `v`
is orthogonal to the time-reversed state `T w`. -/
theorem partner_orthogonal (h : SpinBand P S T) {v w : E} {μ ν : ℝ} (hv : P v = v)
    (hw : P w = w) (hμ : P (S v) = (μ : ℂ) • v) (hν : P (S w) = (ν : ℂ) • w)
    (hne : μ + ν ≠ 0) : ⟪v, T w⟫_ℂ = 0 := by
  have hT : P (T w) = T w := by rw [h.comm, hw]
  -- move the projected spin from one side of the inner product to the other
  have key : ⟪P (S v), T w⟫_ℂ = ⟪v, P (S (T w))⟫_ℂ := by
    rw [h.proj_symm (S v) (T w), hT, h.spin_symm v (T w), ← h.proj_symm v (S (T w)), hv]
  rw [hμ, partner h hν, inner_smul_left, inner_smul_right, Complex.conj_ofReal] at key
  have h0 : ((μ + ν : ℝ) : ℂ) * ⟪v, T w⟫_ℂ = 0 := by
    push_cast
    linear_combination key
  exact (mul_eq_zero.1 h0).resolve_left (by exact_mod_cast hne)
```

## Retained and leaked spin weight

Since $\|Sv\|^2=\langle v,S^2v\rangle=\|v\|^2$, and $PSv$ is orthogonal to $(1-P)Sv$, Pythagoras gives
$$\|PSv\|^2+\|(1-P)Sv\|^2=\|v\|^2.$$
The code writes the leaked part as `S v - P (S v)`.

```lean
/-- The squared norm of `v` is the sum of the squared norms of the parts of `S v` inside and
outside the occupied space. -/
theorem weight_split (h : SpinBand P S T) (v : E) :
    ‖P (S v)‖ ^ 2 + ‖S v - P (S v)‖ ^ 2 = ‖v‖ ^ 2 := by
  have hs : ⟪S v, S v⟫_ℂ = ⟪v, v⟫_ℂ := by rw [h.spin_symm v (S v), h.spin_sq]
  have hn : ‖S v‖ ^ 2 = ‖v‖ ^ 2 := by
    rw [norm_sq_eq_re_inner (𝕜 := ℂ) (S v), norm_sq_eq_re_inner (𝕜 := ℂ) v, hs]
  have ho : ⟪P (S v), S v - P (S v)⟫_ℂ = 0 := by
    rw [h.proj_symm (S v) (S v - P (S v)), map_sub, h.proj, sub_self, inner_zero_right]
  have p := norm_add_sq (𝕜 := ℂ) (P (S v)) (S v - P (S v))
  rw [ho, add_sub_cancel, map_zero, mul_zero, add_zero] at p
  linarith
```

## Levels counted with multiplicity

From here on $E$ is finite-dimensional. Let $m$ be the dimension of the occupied space. The spectral theorem supplies real levels $\lambda_i$, one for each `i : Fin m`, so a degenerate level appears as often as its multiplicity.

```lean
variable [FiniteDimensional ℂ E]

/-- The eigenvalues of the projected spin operator on the occupied space of dimension `m`,
listed with multiplicity. -/
def spinLevel (h : SpinBand P S T) {m : ℕ} (hm : finrank ℂ (LinearMap.range P) = m) :
    Fin m → ℝ :=
  (projectedSpin_isSymmetric h).eigenvalues hm
```

It also supplies orthonormal occupied states $u_i$.

```lean
/-- An orthonormal basis of the occupied space made of projected-spin eigenstates. -/
def spinState (h : SpinBand P S T) {m : ℕ} (hm : finrank ℂ (LinearMap.range P) = m) :
    OrthonormalBasis (Fin m) ℂ (LinearMap.range P) :=
  (projectedSpin_isSymmetric h).eigenvectorBasis hm
```

They satisfy $PSu_i=\lambda_iu_i$.

```lean
/-- Each basis state satisfies the eigenvalue equation of the projected spin. -/
theorem spinState_eigen (h : SpinBand P S T) {m : ℕ}
    (hm : finrank ℂ (LinearMap.range P) = m) (i : Fin m) :
    P (S (spinState h hm i : E)) = (spinLevel h hm i : ℂ) • (spinState h hm i : E) :=
  congrArg Subtype.val ((projectedSpin_isSymmetric h).apply_eigenvectorBasis hm i)
```

## At most half the space without cancelling levels

Choose a set $s$ of $k$ indices such that $\lambda_i+\lambda_j\neq0$ for all $i,j\in s$. The case $i=j$ is included, so no chosen level is zero. The states $u_i$ are orthonormal. So are their partners, because $\langle Tu_i,Tu_j\rangle=\langle u_j,u_i\rangle$. The two groups are mutually orthogonal by the pairing argument. These $2k$ orthonormal vectors all lie in the occupied space, hence $2k\le m$.

```lean
/-- Under the relations of `SpinBand`, including time reversal, a set of projected-spin basis states
whose levels are all nonzero and of which no two levels add up to zero fills at most half of the
occupied space. -/
theorem half_filling (h : SpinBand P S T) {m : ℕ} (hm : finrank ℂ (LinearMap.range P) = m)
    (s : Finset (Fin m))
    (hs : ∀ i ∈ s, ∀ j ∈ s, spinLevel h hm i + spinLevel h hm j ≠ 0) : 2 * s.card ≤ m := by
  let b := spinState h hm
  have hb : ∀ i j, ⟪(b i : E), (b j : E)⟫_ℂ = if i = j then 1 else 0 :=
    fun i j => orthonormal_iff_ite.1 b.orthonormal i j
  have ho : ∀ i j : s, ⟪(b i : E), T (b j : E)⟫_ℂ = 0 := fun i j =>
    partner_orthogonal h (occupied_fixed h _) (occupied_fixed h _)
      (spinState_eigen h hm i) (spinState_eigen h hm j) (hs i i.2 j j.2)
  -- the chosen states together with their time-reversed partners
  let f : (↥s ⊕ ↥s) → LinearMap.range P := Sum.elim (fun i => b i)
    (fun i => ⟨T (b i : E), ⟨T (b i : E), by rw [h.comm, occupied_fixed h]⟩⟩)
  have hf : Orthonormal ℂ f := by
    rw [orthonormal_iff_ite]
    rintro (i | i) (j | j)
    · change ⟪(b i : E), (b j : E)⟫_ℂ = _
      rw [hb]
      simp
    · change ⟪(b i : E), T (b j : E)⟫_ℂ = _
      rw [ho]
      simp
    · change ⟪T (b i : E), (b j : E)⟫_ℂ = _
      rw [← inner_conj_symm, ho]
      simp
    · change ⟪T (b i : E), T (b j : E)⟫_ℂ = _
      rw [h.antiunitary, hb]
      by_cases hij : i = j
      · subst hij
        simp
      · have hji : (j : Fin m) ≠ i := fun q => hij (Subtype.ext q.symm)
        rw [if_neg hji, if_neg (fun q => hij (Sum.inr.inj q))]
  have hc := hf.linearIndependent.fintype_card_le_finrank
  rw [hm, Fintype.card_sum, Fintype.card_coe] at hc
  omega
```

The device that carries this count is a family indexed by the disjoint sum `↥s ⊕ ↥s`. `Sum.elim` assigns $u_i$ to the left copy of an index and $Tu_i$ to the right copy. `orthonormal_iff_ite` reduces orthonormality to a table of inner products, and `rintro` splits it into four blocks: state–state, state–partner, partner–state and partner–partner. Then `hf.linearIndependent.fintype_card_le_finrank` bounds the number of indices by the dimension. Only the vectors $Tu_i$ enter, so the conjugate-linearity of $T$ causes no difficulty with complex linear independence.

## Two groups of n levels

Let the occupied space have dimension $2n$, and suppose
$$\|(1-P)Sv\|\le e\|v\|\quad\text{for every occupied }v,\qquad 0\le e<1.$$
The number $e$ bounds the amplitude that $S$ sends into unoccupied states, and $e=0$ means that $S$ maps the occupied space to itself. It is assumed here, not computed from a Hamiltonian.

For the normalised state $u_i$, the weight identity becomes
$$\lambda_i^2=1-\|(1-P)Su_i\|^2\ge1-e^2,$$
so $|\lambda_i|\ge\sqrt{1-e^2}>0$. Let $N_+$ count the levels with $\lambda_i\ge\sqrt{1-e^2}$ and $N_-$ those with $\lambda_i\le-\sqrt{1-e^2}$. Two levels in the same group never cancel, so $2N_+\le2n$ and $2N_-\le2n$. Every level belongs to one of the groups, so $N_++N_-\ge2n$. Therefore $N_+=N_-=n$. Time reversal alone already makes the numbers of positive and negative levels equal, because $T$ pairs the eigenspaces of $\mu$ and $-\mu$; the leakage bound keeps the levels away from zero.

In the theorem, `hn` fixes the dimension, `leak` is the leakage bound, and the two `card` equations are $N_+=n$ and $N_-=n$. The proof establishes `gap`, applies `half_filling` once per sign (`hp`, `hq`), shows in `hu` that the groups exhaust the levels, and leaves the final arithmetic to `omega`.

```lean
/-- Let the projection, the spin and time reversal satisfy the relations of `SpinBand`. If the
occupied space has dimension `2n` and the spin leaks out of it by at most a fraction `e` of the
norm, `0 ≤ e < 1`, then exactly `n` projected-spin levels are at least `√(1 - e²)` and exactly `n`
are at most `-√(1 - e²)`. -/
theorem projected_spin_spectrum (h : SpinBand P S T) {n : ℕ}
    (hn : finrank ℂ (LinearMap.range P) = 2 * n) {e : ℝ} (he0 : 0 ≤ e) (he1 : e < 1)
    (leak : ∀ v, P v = v → ‖S v - P (S v)‖ ≤ e * ‖v‖) :
    (Finset.univ.filter fun i => √(1 - e ^ 2) ≤ spinLevel h hn i).card = n ∧
    (Finset.univ.filter fun i => spinLevel h hn i ≤ -√(1 - e ^ 2)).card = n := by
  have hg : 0 < √(1 - e ^ 2) := Real.sqrt_pos.2 (by nlinarith)
  -- small leakage keeps every level away from zero
  have gap : ∀ i, √(1 - e ^ 2) ≤ |spinLevel h hn i| := by
    intro i
    have h1 : ‖(spinState h hn i : E)‖ = 1 := (spinState h hn).orthonormal.1 i
    have hw := weight_split h (spinState h hn i : E)
    have hl := leak _ (occupied_fixed h (spinState h hn i))
    have hl2 := pow_le_pow_left₀ (norm_nonneg _) hl 2
    have hp : ‖P (S (spinState h hn i : E))‖ = |spinLevel h hn i| := by
      rw [spinState_eigen, norm_smul, h1, mul_one, Complex.norm_real, Real.norm_eq_abs]
    rw [hp, h1] at hw
    rw [h1, mul_one] at hl2
    exact Real.sqrt_le_iff.2 ⟨abs_nonneg _, by linarith⟩
  -- neither sign can fill more than half of the occupied space
  have hp := half_filling h hn (Finset.univ.filter fun i => √(1 - e ^ 2) ≤ spinLevel h hn i)
    (fun i hi j hj => by
      have a := (Finset.mem_filter.1 hi).2
      have b := (Finset.mem_filter.1 hj).2
      exact ne_of_gt (by linarith))
  have hq := half_filling h hn (Finset.univ.filter fun i => spinLevel h hn i ≤ -√(1 - e ^ 2))
    (fun i hi j hj => by
      have a := (Finset.mem_filter.1 hi).2
      have b := (Finset.mem_filter.1 hj).2
      exact ne_of_lt (by linarith))
  -- together the two signs exhaust all levels
  have hu : (Finset.univ : Finset (Fin (2 * n))) ⊆
      (Finset.univ.filter fun i => √(1 - e ^ 2) ≤ spinLevel h hn i) ∪
      (Finset.univ.filter fun i => spinLevel h hn i ≤ -√(1 - e ^ 2)) := by
    intro i _
    rw [Finset.mem_union, Finset.mem_filter, Finset.mem_filter]
    rcases le_abs.1 (gap i) with a | a
    · exact Or.inl ⟨Finset.mem_univ _, a⟩
    · exact Or.inr ⟨Finset.mem_univ _, by linarith⟩
  have hc := (Finset.card_le_card hu).trans (Finset.card_union_le _ _)
  rw [Finset.card_univ, Fintype.card_fin] at hc
  constructor <;> omega
```

For non-interacting electrons in a finite basis, this gives a sufficient condition for the spin-sector splitting used in defining spin Chern numbers. Passing to a whole Brillouin zone is a further step, since at a general momentum $T$ relates the occupied spaces at $\mathbf k$ and $-\mathbf k$.

## A four-state model that reaches the bound

Take two orbitals with two spin directions, ordered up 1, down 1, up 2, down 2. The projection selects the span of $(2,0,0,1)/\sqrt5$ and $(0,2,-1,0)/\sqrt5$, each of which mixes opposite spins on different orbitals.

```lean
/-- A projection in a model with two orbitals and two spin directions, in the order
up 1, down 1, up 2, down 2; it mixes opposite spins of different orbitals. -/
def modelP : EuclideanSpace ℂ (Fin 4) →ₗ[ℂ] EuclideanSpace ℂ (Fin 4) where
  toFun x := !₂[4 / 5 * x 0 + 2 / 5 * x 3, 4 / 5 * x 1 - 2 / 5 * x 2,
    1 / 5 * x 2 - 2 / 5 * x 1, 2 / 5 * x 0 + 1 / 5 * x 3]
  map_add' x y := by ext i; fin_cases i <;> simp <;> ring
  map_smul' c x := by ext i; fin_cases i <;> simp <;> ring
```

The spin is $\mathrm{diag}(1,-1,1,-1)$.

```lean
/-- The spin of the model: `+1` on up states and `-1` on down states. -/
def modelS : EuclideanSpace ℂ (Fin 4) →ₗ[ℂ] EuclideanSpace ℂ (Fin 4) where
  toFun x := !₂[x 0, -x 1, x 2, -x 3]
  map_add' x y := by ext i; fin_cases i <;> simp <;> ring
  map_smul' c x := by ext i; fin_cases i <;> simp
```

Time reversal conjugates the amplitudes and flips the spin, with a sign. It maps the first spanning state to the second.

```lean
/-- Time reversal of the model: complex conjugation followed by a spin flip with a sign. -/
def modelT : EuclideanSpace ℂ (Fin 4) →ₛₗ[starRingEnd ℂ] EuclideanSpace ℂ (Fin 4) where
  toFun x := !₂[-conj (x 1), conj (x 0), -conj (x 3), conj (x 2)]
  map_add' x y := by ext i; fin_cases i <;> simp <;> ring
  map_smul' c x := by ext i; fin_cases i <;> simp
```

Componentwise calculation confirms every `SpinBand` relation, and also $T^2=-1$.

```lean
/-- The four-state model satisfies all relations of a spin band, and its time reversal
squares to `-1`. -/
theorem spinBand_witness :
    SpinBand modelP modelS modelT ∧ ∀ x, modelT (modelT x) = -x := by
  -- the real coefficients of the projection are unchanged by conjugation
  have c2 : (starRingEnd ℂ) 2 = 2 := Complex.ext (by simp) (by simp)
  have c4 : (starRingEnd ℂ) 4 = 4 := Complex.ext (by simp) (by simp)
  have c5 : (starRingEnd ℂ) 5 = 5 := Complex.ext (by simp) (by simp)
  refine ⟨⟨?_, ?_, ?_, ?_, ?_, ?_, ?_⟩, ?_⟩
  · intro x; ext i; fin_cases i <;> simp [modelP] <;> ring
  · intro x y; simp [modelP, PiLp.inner_apply, Fin.sum_univ_four, c2, c4, c5]; ring
  · intro x; ext i; fin_cases i <;> simp [modelS]
  · intro x y; simp [modelS, PiLp.inner_apply, Fin.sum_univ_four]
  · intro x y; simp [modelT, PiLp.inner_apply, Fin.sum_univ_four]; ring
  · intro x; ext i; fin_cases i <;> simp [modelP, modelT, c2, c4, c5] <;> ring
  · intro x; ext i; fin_cases i <;> simp [modelS, modelT]
  · intro x; ext i; fin_cases i <;> simp [modelT]
```

The condition $Pv=v$ means $v_0=2v_3$ and $v_1=-2v_2$. Then
$$(1-P)Sv=\tfrac45\,(v_3,\,v_2,\,2v_2,\,-2v_3),$$
and the vector on the right has the same norm as $v$, so $e=4/5$ is admissible. For $v=(2,0,0,1)$,
$$PSv=P(2,0,0,-1)=\tfrac35\,v,\qquad \tfrac35=\sqrt{1-(4/5)^2}.$$
The code leaves this vector unnormalised, which does not affect its level. The lower bound on $|\lambda_i|$ is therefore attained at this value of $e$.

```lean
/-- In the model the leakage is at most `e = 4/5`, and the occupied state `(2, 0, 0, 1)` has
projected spin exactly `√(1 - e²)`. -/
theorem bound_attained :
    (∀ v, modelP v = v → ‖modelS v - modelP (modelS v)‖ ≤ 4 / 5 * ‖v‖) ∧
    modelP !₂[2, 0, 0, 1] = !₂[2, 0, 0, 1] ∧
    modelP (modelS !₂[2, 0, 0, 1]) =
      ((√(1 - (4 / 5) ^ 2) : ℝ) : ℂ) • !₂[2, 0, 0, 1] := by
  refine ⟨?_, ?_, ?_⟩
  · intro v hv
    have a0 : 4 / 5 * v 0 + 2 / 5 * v 3 = v 0 :=
      congrArg (fun u : EuclideanSpace ℂ (Fin 4) => u 0) hv
    have a1 : 4 / 5 * v 1 - 2 / 5 * v 2 = v 1 :=
      congrArg (fun u : EuclideanSpace ℂ (Fin 4) => u 1) hv
    have h0 : v 0 = 2 * v 3 := by linear_combination (-5) * a0
    have h1 : v 1 = -(2 * v 2) := by linear_combination (-5) * a1
    -- the leaked part is 4/5 times a vector as long as v
    have hd : modelS v - modelP (modelS v) =
        (4 / 5 : ℝ) • !₂[v 3, v 2, 2 * v 2, -(2 * v 3)] := by
      ext i
      fin_cases i <;> simp [modelS, modelP, h0, h1] <;> ring
    have hw : ‖!₂[v 3, v 2, 2 * v 2, -(2 * v 3)]‖ ^ 2 = ‖v‖ ^ 2 := by
      rw [EuclideanSpace.norm_sq_eq, EuclideanSpace.norm_sq_eq]
      simp [Fin.sum_univ_four, h0, h1]
      ring
    have hw' := (pow_left_inj₀ (norm_nonneg _) (norm_nonneg _) two_ne_zero).1 hw
    rw [hd, norm_smul, hw', Real.norm_of_nonneg (by norm_num)]
  · ext i
    fin_cases i <;> simp [modelP] <;> norm_num
  · have hr : √(1 - (4 / 5 : ℝ) ^ 2) = 3 / 5 := by
      rw [show 1 - (4 / 5 : ℝ) ^ 2 = (3 / 5) ^ 2 by norm_num]
      exact Real.sqrt_sq (by norm_num)
    rw [hr]
    ext i
    fin_cases i <;> simp [modelP, modelS] <;> norm_num

end

end ProjectedSpinSpectrum
```

```lean
#print axioms ProjectedSpinSpectrum.projected_spin_spectrum
#print axioms ProjectedSpinSpectrum.bound_attained
```

```
'ProjectedSpinSpectrum.projected_spin_spectrum' depends on axioms: [propext, Classical.choice, Quot.sound]
'ProjectedSpinSpectrum.bound_attained' depends on axioms: [propext, Classical.choice, Quot.sound]
```
